# Among differentiable wave functions, the oscillator has one normalized vacuum up to phase, and the creator kills no normalizable state

## From a first-order equation to the vacuum

A particle in a harmonic well has a lowest state, which the annihilator $a$ cannot lower any further and must send to zero. In units where $\hbar=m=\omega=1$, $a$ acts on a wave function $f$ of the coordinate $x$ as $af=(xf+f')/\sqrt2$, so the condition $af=0$ reads $f'=-xf$. Multiply $f$ by $e^{x^2/2}$ and differentiate:

$$\left(f\,e^{x^2/2}\right)'=(f'+xf)\,e^{x^2/2}=0 .$$

The product is therefore constant. Its value at the origin is $c=f(0)$, and so $f=c\,e^{-x^2/2}$. Conversely, differentiating this function gives $f'=-xf$.

The squared norm follows from the Gaussian integral:

$$\int_{-\infty}^{\infty}|c|^2e^{-x^2}\,dx=|c|^2\sqrt\pi .$$

Normalization requires $|c|=\pi^{-1/4}$. If $c\,e^{-x^2/2}$ and $d\,e^{-x^2/2}$ are both normalized, then $|c|=|d|\neq0$. The second is $u=d/c$ times the first, and $|u|=1$.

## The growing solution for the creator

The creator is $a^\dagger f=(xf-f')/\sqrt2$, so $a^\dagger f=0$ means $f'=xf$. The integrating factor is now $e^{-x^2/2}$:

$$\left(f\,e^{-x^2/2}\right)'=(f'-xf)\,e^{-x^2/2}=0,\qquad f=c\,e^{x^2/2}.$$

Differentiation again confirms that every such function is a solution. Nonzero solutions exist, but they grow. Since $|f|^2=|c|^2e^{x^2}\ge|c|^2$, for every $L>0$

$$\int_{-L}^{L}|f|^2\,dx\ \ge\ 2L|c|^2 .$$

If $|f|^2$ is integrable over the line, the left side stays bounded as $L\to\infty$. This forces $c=0$, and $f$ vanishes everywhere.

## The ladder built on the vacuum

For a single harmonic mode in one coordinate, these two facts fix the bottom of the ladder of states and leave it without a top. A calculation starts from $f_0=\pi^{-1/4}e^{-x^2/2}$. Since $f_0'=-xf_0$, the first excited state is

$$a^\dagger f_0=\frac{xf_0-f_0'}{\sqrt2}=\sqrt2\,x\,f_0 ,$$

which is already normalized and contains the Hermite polynomial $H_1(x)=2x$ up to a factor. Each further application of $a^\dagger$ gives a polynomial times the same Gaussian. Such a function is differentiable and square-integrable, so the creator cannot send it to zero unless it is zero already.

## Operators as differential expressions

In Lean a wave function is a function `f : ℝ → ℂ`, which includes the real-valued case. The operators are defined pointwise, with `deriv f x` for $f'(x)$.

```lean
import Mathlib

open MeasureTheory

namespace OscillatorVacuum

noncomputable section

/-- The annihilator `a = (x + d/dx)/√2` acting on a wave function of one real coordinate. -/
def annihilate (f : ℝ → ℂ) (x : ℝ) : ℂ :=
  ((x : ℂ) * f x + deriv f x) / (Real.sqrt 2 : ℂ)

/-- The creator `a† = (x - d/dx)/√2` acting on a wave function of one real coordinate. -/
def create (f : ℝ → ℂ) (x : ℝ) : ℂ :=
  ((x : ℂ) * f x - deriv f x) / (Real.sqrt 2 : ℂ)
```

Differentiability is a separate hypothesis, `Differentiable ℝ f`, in each theorem about a general wave function. It is needed at every point: the function equal to $e^{-x^2/2}$ for $x\ge0$ and to $0$ for $x<0$ is differentiable except at the origin, where Lean assigns `deriv` the value 0. It then satisfies `annihilate f x = 0` for all `x` without being a multiple of the Gaussian.

In Hilbert space, $a$ and $a^\dagger$ are unbounded operators with domains, and their derivatives are weak ones. Carrying the results over takes one more step: a weak solution of either equation must be shown to agree almost everywhere with a differentiable one.

## One equation for both operators

Both conditions have the form $f'=s\,x\,f$, with $s=-1$ for the annihilator and $s=1$ for the creator. The name `gauss` covers both exponentials, although only negative `s` gives a Gaussian in the usual sense.

```lean
/-- The exponential `exp(s x²/2)` with a real parameter `s`. -/
def gauss (s x : ℝ) : ℝ := Real.exp (s * x ^ 2 / 2)
```

The next lemma is the chain rule for this exponential. `HasDerivAt` states that the derivative exists and has the given value.

```lean
/-- The function `exp(s x²/2)` has derivative `s x exp(s x²/2)`. -/
theorem hasDerivAt_gauss (s x : ℝ) :
    HasDerivAt (fun y => gauss s y) (s * x * gauss s x) x := by
  have h : HasDerivAt (fun y : ℝ => s * y ^ 2 / 2) (s * x) x := by
    have h0 := (((hasDerivAt_id' x).fun_mul (hasDerivAt_id' x)).const_mul s).div_const 2
    simp only [← pow_two] at h0
    exact h0.congr_deriv (by ring)
  exact h.exp.congr_deriv (by simp only [gauss]; ring)
```

The following theorem solves the equation for any real `s`.

```lean
/-- A differentiable function obeys `f' = s x f` on the whole line exactly when it is a
constant multiple of `exp(s x²/2)`. -/
theorem deriv_eq_iff {f : ℝ → ℂ} (hf : Differentiable ℝ f) (s : ℝ) :
    (∀ x : ℝ, deriv f x = (s : ℂ) * x * f x) ↔
      ∃ c : ℂ, ∀ x : ℝ, f x = c * (gauss s x : ℂ) := by
  constructor
  · intro h
    refine ⟨f 0, fun x => ?_⟩
    -- the integrating factor turns `f` into a function with zero derivative
    have hg : ∀ y : ℝ, HasDerivAt (fun y => f y * (gauss (-s) y : ℂ)) 0 y := by
      intro y
      have h1 := (hf y).hasDerivAt.fun_mul (hasDerivAt_gauss (-s) y).ofReal_comp
      refine h1.congr_deriv ?_
      rw [h y]
      push_cast
      ring
    have hc := is_const_of_deriv_eq_zero (fun y => (hg y).differentiableAt)
      (fun y => (hg y).deriv) x 0
    have h0 : gauss (-s) 0 = 1 := by simp [gauss]
    have h1 : (gauss (-s) x : ℂ) * (gauss s x : ℂ) = 1 := by
      have h2 : gauss (-s) x * gauss s x = 1 := by
        unfold gauss
        rw [← Real.exp_add, show -s * x ^ 2 / 2 + s * x ^ 2 / 2 = 0 by ring, Real.exp_zero]
      exact_mod_cast h2
    simp only [h0, Complex.ofReal_one, mul_one] at hc
    linear_combination (gauss s x : ℂ) * hc - f x * h1
  · rintro ⟨c, hc⟩ x
    have hfun : f = fun y => c * (gauss s y : ℂ) := funext hc
    have hd : HasDerivAt f (c * ((s * x * gauss s x : ℝ) : ℂ)) x := by
      rw [hfun]
      exact (hasDerivAt_gauss s x).ofReal_comp.const_mul c
    rw [hd.deriv, hc x]
    push_cast
    ring
```

In the forward direction, `hg` is the integrating-factor computation: $f\,e^{-sx^2/2}$ has derivative zero. `is_const_of_deriv_eq_zero` then equates its values at `x` and at 0, which is why the constant is `f 0`. Multiplying by $e^{sx^2/2}$, the reciprocal of the integrating factor by `h1`, recovers $f$. The reverse direction differentiates the proposed solution.

## The vacuum, its norm and its phase

Setting $s=-1$ gives the vacuum. The step `key` removes the nonzero factor $1/\sqrt2$ and rearranges $xf+f'=0$.

```lean
/-- The vacuum: a differentiable wave function is killed by the annihilator exactly when it is
a constant multiple of `exp(-x²/2)`. -/
theorem annihilate_eq_zero_iff {f : ℝ → ℂ} (hf : Differentiable ℝ f) :
    (∀ x, annihilate f x = 0) ↔
      ∃ c : ℂ, ∀ x : ℝ, f x = c * (Real.exp (-x ^ 2 / 2) : ℂ) := by
  have hs : (Real.sqrt 2 : ℂ) ≠ 0 := Complex.ofReal_ne_zero.mpr (by positivity)
  have key : (∀ x, annihilate f x = 0) ↔
      ∀ x : ℝ, deriv f x = ((-1 : ℝ) : ℂ) * x * f x := by
    refine forall_congr' fun x => ?_
    rw [annihilate, div_eq_zero_iff, or_iff_left hs]
    constructor <;> intro h
    · push_cast
      linear_combination h
    · push_cast at h
      linear_combination h
  rw [key, deriv_eq_iff hf (-1)]
  simp only [gauss, neg_one_mul]
```

Despite its name, `vacuum_norm` computes the squared norm. The double bars denote the modulus of a complex number, and the proof reduces the integrand to $|c|^2e^{-x^2}$ before applying the Gaussian integral.

```lean
/-- The squared norm of `c exp(-x²/2)` is `|c|² √π`. -/
theorem vacuum_norm (c : ℂ) :
    ∫ x : ℝ, ‖c * (Real.exp (-x ^ 2 / 2) : ℂ)‖ ^ 2 = ‖c‖ ^ 2 * Real.sqrt Real.pi := by
  have h : ∀ x : ℝ, ‖c * (Real.exp (-x ^ 2 / 2) : ℂ)‖ ^ 2
      = ‖c‖ ^ 2 * Real.exp (-1 * x ^ 2) := by
    intro x
    rw [norm_mul, Complex.norm_real, Real.norm_eq_abs, Real.abs_exp, mul_pow,
      sq (Real.exp _), ← Real.exp_add]
    congr 2
    ring
  simp_rw [h]
  rw [integral_const_mul, integral_gaussian, div_one]
```

The uniqueness theorem takes two normalized functions `f` and `g`, both killed by the annihilator, and produces a single constant `u` of modulus 1 with $g=uf$.

```lean
/-- Two differentiable, normalized wave functions that are both killed by the annihilator
differ only by a constant phase factor. -/
theorem vacuum_unique_up_to_phase {f g : ℝ → ℂ}
    (hf : Differentiable ℝ f) (hg : Differentiable ℝ g)
    (haf : ∀ x, annihilate f x = 0) (hag : ∀ x, annihilate g x = 0)
    (nf : ∫ x : ℝ, ‖f x‖ ^ 2 = 1) (ng : ∫ x : ℝ, ‖g x‖ ^ 2 = 1) :
    ∃ u : ℂ, ‖u‖ = 1 ∧ ∀ x, g x = u * f x := by
  obtain ⟨c, hc⟩ := (annihilate_eq_zero_iff hf).mp haf
  obtain ⟨d, hd⟩ := (annihilate_eq_zero_iff hg).mp hag
  simp only [hc] at nf
  simp only [hd] at ng
  rw [vacuum_norm] at nf ng
  -- normalization fixes the modulus of the coefficient
  have hpi : 0 < Real.sqrt Real.pi := Real.sqrt_pos.mpr Real.pi_pos
  have hsq : ‖d‖ ^ 2 = ‖c‖ ^ 2 := mul_right_cancel₀ hpi.ne' (ng.trans nf.symm)
  have hn : ‖d‖ = ‖c‖ := (sq_eq_sq₀ (norm_nonneg _) (norm_nonneg _)).mp hsq
  have hc0 : c ≠ 0 := by
    intro h
    rw [h] at nf
    simp at nf
  refine ⟨d / c, by rw [norm_div, hn, div_self (norm_ne_zero_iff.mpr hc0)], fun x => ?_⟩
  rw [hd x, hc x, ← mul_assoc, div_mul_cancel₀ _ hc0]
```

The proof writes the two functions with coefficients `c` and `d`. Cancelling $\sqrt\pi$ between the two normalization conditions gives equal moduli, and normalization also excludes $c=0$, so the phase can be taken as `d / c`.

## No normalizable state for the creator

With $s=1$ the same equation yields the growing exponential. This theorem makes no demand on the norm, so it retains the nonzero solutions.

```lean
/-- A differentiable function is killed by the creator exactly when it is a constant multiple
of the growing exponential `exp(x²/2)`. -/
theorem create_eq_zero_iff {f : ℝ → ℂ} (hf : Differentiable ℝ f) :
    (∀ x, create f x = 0) ↔
      ∃ c : ℂ, ∀ x : ℝ, f x = c * (Real.exp (x ^ 2 / 2) : ℂ) := by
  have hs : (Real.sqrt 2 : ℂ) ≠ 0 := Complex.ofReal_ne_zero.mpr (by positivity)
  have key : (∀ x, create f x = 0) ↔
      ∀ x : ℝ, deriv f x = ((1 : ℝ) : ℂ) * x * f x := by
    refine forall_congr' fun x => ?_
    rw [create, div_eq_zero_iff, or_iff_left hs]
    constructor <;> intro h
    · push_cast
      linear_combination -h
    · push_cast at h
      linear_combination -h
  rw [key, deriv_eq_iff hf 1]
  simp only [gauss, one_mul]
```

The last theorem adds the hypothesis that $|f|^2$ is integrable over the whole line, which is the physical requirement of a finite total probability before normalization.

```lean
/-- A differentiable, square-integrable wave function that is killed by the creator
vanishes identically. -/
theorem eq_zero_of_create_eq_zero {f : ℝ → ℂ} (hf : Differentiable ℝ f)
    (hcr : ∀ x, create f x = 0) (hint : Integrable (fun x : ℝ => ‖f x‖ ^ 2)) :
    ∀ x, f x = 0 := by
  obtain ⟨c, hc⟩ := (create_eq_zero_iff hf).mp hcr
  -- the density never falls below its value at the origin
  have hle : ∀ x : ℝ, ‖c‖ ^ 2 ≤ ‖f x‖ ^ 2 := by
    intro x
    have h1 : 1 ≤ Real.exp (x ^ 2 / 2) := Real.one_le_exp (by positivity)
    have h2 : ‖c‖ ≤ ‖f x‖ := by
      rw [hc x, norm_mul, Complex.norm_real, Real.norm_eq_abs, Real.abs_exp]
      exact le_mul_of_one_le_right (norm_nonneg c) h1
    gcongr
  have hconst : Integrable (fun _ : ℝ => ‖c‖ ^ 2) := by
    refine hint.mono' aestronglyMeasurable_const (ae_of_all _ fun x => ?_)
    rw [Real.norm_eq_abs, abs_of_nonneg (sq_nonneg _)]
    exact hle x
  -- a constant is integrable over the infinite line only if it is zero
  rcases integrable_const_iff.mp hconst with h0 | hfin
  · have hc0 : c = 0 := norm_eq_zero.mp (pow_eq_zero_iff two_ne_zero |>.mp h0)
    intro x
    rw [hc x, hc0, zero_mul]
  · have htop := hfin.measure_univ_lt_top
    simp at htop

end

end OscillatorVacuum
```

The inequality `hle` is the bound $|c|^2\le|f(x)|^2$. In place of the limit $L\to\infty$, the proof uses comparison: a nonnegative constant that lies below an integrable function is itself integrable, which gives `hconst` for the constant $|c|^2$. By `integrable_const_iff`, either this constant is zero or the line has finite length. The second case is contradictory, and the first gives $c=0$.

```lean
#print axioms OscillatorVacuum.vacuum_unique_up_to_phase
#print axioms OscillatorVacuum.eq_zero_of_create_eq_zero
```

```
'OscillatorVacuum.vacuum_unique_up_to_phase' depends on axioms: [propext, Classical.choice, Quot.sound]
'OscillatorVacuum.eq_zero_of_create_eq_zero' depends on axioms: [propext, Classical.choice, Quot.sound]
```
